# A lower bound on partial sums of the rigid-rotor partition function

For a rigid linear rotor, the level `J` has the unnormalised Boltzmann weight (2J + 1) exp(−bJ(J + 1)), where b is the rotational constant divided by the thermal energy. The theorem `le_partial_sum` says that, for b > 0 and every natural number n, b times the sum of the weights of the levels J = 0, …, n − 1 is at least 1 − (1 + bn) exp(−bn(n + 1)). All values of J are counted, with no centrifugal distortion and no restriction from nuclear spin. The proof is by induction on n; the step uses the inequality 1 − x/2 ≤ exp(−x)(1 + x/2), proved just before, at x = 2b(n + 1).

Lean 4 with Mathlib refuses this proof:

```lean
import Mathlib

open Filter Topology Finset

namespace LePartialSum

noncomputable section

/-- Boltzmann weight of the rotational level `J`: degeneracy `2J + 1` times
`exp (-b J (J + 1))`, where `b` is the rotational constant divided by the thermal energy. -/
def levelWeight (b : ℝ) (J : ℕ) : ℝ :=
  (2 * J + 1) * Real.exp (-b * (J * (J + 1)))

/-- For `x ≥ 0`, the exponential satisfies `1 - x/2 ≤ exp (-x) (1 + x/2)`. -/
theorem one_sub_half_le {x : ℝ} (hx : 0 ≤ x) :
    1 - x / 2 ≤ Real.exp (-x) * (1 + x / 2) := by
  have hd : ∀ y : ℝ, HasDerivAt
      (fun y : ℝ => Real.exp (-y) * (1 + y / 2) - (1 - y / 2))
      (Real.exp (-y) * (-1) * (1 + y / 2) + Real.exp (-y) * (1 / 2) - (-(1 / 2))) y := by
    intro y
    have h1 : HasDerivAt (fun y : ℝ => Real.exp (-y)) (Real.exp (-y) * (-1)) y :=
      (hasDerivAt_id' y).fun_neg.exp
    have h2 : HasDerivAt (fun y : ℝ => 1 + y / 2) (1 / 2) y :=
      ((hasDerivAt_id' y).div_const 2).const_add 1
    have h3 : HasDerivAt (fun y : ℝ => 1 - y / 2) (-(1 / 2)) y :=
      ((hasDerivAt_id' y).div_const 2).const_sub 1
    exact (h1.fun_mul h2).fun_sub h3
  -- the difference of the two sides is increasing and vanishes at zero
  have hmono : Monotone (fun y : ℝ => Real.exp (-y) * (1 + y / 2) - (1 - y / 2)) := by
    apply monotone_of_deriv_nonneg (fun y => (hd y).differentiableAt)
    intro y
    rw [(hd y).deriv]
    have h := mul_le_mul_of_nonneg_left (Real.add_one_le_exp y) (Real.exp_pos (-y)).le
    have h' : Real.exp (-y) * Real.exp y = 1 := by
      rw [← Real.exp_add, neg_add_cancel, Real.exp_zero]
    linarith
  have h := hmono hx
  norm_num at h
  linarith

/-- For `b > 0`, the weights of the first `n` levels, multiplied by `b`, add up to at least
`1 - (1 + b n) exp (-b n (n + 1))`. -/
theorem le_partial_sum {b : ℝ} (hb : 0 < b) (n : ℕ) :
    1 - (1 + b * n) * Real.exp (-b * (n * (n + 1)))
      ≤ b * ∑ J ∈ range n, levelWeight b J := by
  induction n with
  | zero => simp
  | succ n ih =>
    have hx : (0 : ℝ) ≤ 2 * b * (n + 1) := by positivity
    have h1 : Real.exp (-b * (((n : ℝ) + 1) * (n + 1 + 1)))
        = Real.exp (-b * (n * (n + 1))) * Real.exp (-(2 * b * (n + 1))) := by
      rw [← Real.exp_add]
      congr 1
      ring
    have h2 := mul_le_mul_of_nonneg_left (one_sub_half_le hx)
      (Real.exp_pos (-b * ((n : ℝ) * (n + 1)))).le
    rw [sum_range_succ, mul_add]
    push_cast
    rw [h1]
    unfold levelWeight at ih ⊢
    linarith

end

end LePartialSum
```

Compiling this gives:

```
Main.lean:59:8: error: Tactic `rewrite` failed: Did not find an occurrence of the pattern
  Real.exp (-b * ((↑n + 1) * (↑n + 1 + 1)))
in the target expression
  1 - (1 + b * (↑n + 1)) * Real.exp (-b * ((↑n + 1) * (↑n + 1) + (↑n + 1) * 1)) ≤
    b * (∑ x ∈ range n, levelWeight b x + levelWeight b n)

case succ
b : ℝ
hb : 0 < b
n : ℕ
ih : 1 - (1 + b * ↑n) * Real.exp (-b * (↑n * (↑n + 1))) ≤ b * ∑ J ∈ range n, levelWeight b J
hx : 0 ≤ 2 * b * (↑n + 1)
h1 : Real.exp (-b * ((↑n + 1) * (↑n + 1 + 1))) = Real.exp (-b * (↑n * (↑n + 1))) * Real.exp (-(2 * b * (↑n + 1)))
h2 :
  Real.exp (-b * (↑n * (↑n + 1))) * (1 - 2 * b * (↑n + 1) / 2) ≤
    Real.exp (-b * (↑n * (↑n + 1))) * (Real.exp (-(2 * b * (↑n + 1))) * (1 + 2 * b * (↑n + 1) / 2))
⊢ 1 - (1 + b * (↑n + 1)) * Real.exp (-b * ((↑n + 1) * (↑n + 1) + (↑n + 1) * 1)) ≤
    b * (∑ x ∈ range n, levelWeight b x + levelWeight b n)
```

The mended proof, as a diff:

```diff
@@ -55,5 +55,5 @@
     have h2 := mul_le_mul_of_nonneg_left (one_sub_half_le hx)
       (Real.exp_pos (-b * ((n : ℝ) * (n + 1)))).le
-    rw [sum_range_succ, mul_add]
+    rw [sum_range_succ]
     push_cast
     rw [h1]
```

Diagnosis. The error says that `rw [h1]` cannot find the exponential on the left of `h1`, whose exponent contains the product `(↑n + 1) * (↑n + 1 + 1)`. In the goal that product has been multiplied out to `(↑n + 1) * (↑n + 1) + (↑n + 1) * 1`.

This was done by the earlier `mul_add`. It looks as if it should distribute `b` over the sum on the right, but `rw` settles on the first instance of the pattern it finds, and here that was the product inside the exponential. The right-hand side was left as it stood, as the printed goal shows. The two exponents are equal in value, but `rw` needs the pattern to be there in form, and it does not do the algebra that would match them.

The repair removes `mul_add`. The exponent then keeps its factored form, `push_cast` turns it into the one in `h1`, and the rewrite succeeds. Nothing has to replace the lost step, since the closing `linarith` multiplies out the right-hand side itself.
